# The azimuthal current of a Gaussian vortex orbital in the plane

The theorem `vortex_current` concerns one complex orbital on the plane, ψ = (x + iy) f with f = exp(−r²), and its current Im(ψ* ∇ψ), taken without the factor ħ/m. It states that at every point the component of this current along a vector u is f² (x u_y − y u_x), so that the current is the azimuthal field f² (−y, x). The orbital is not normalised: its squared norm is π/4, and the current of the normalised orbital is 4/π times as large. The proof writes ψ as a real-linear map `Z`, which sends (x, y) to x + iy, times the real envelope f. It then takes out f² by the lemma `current_mul_real`, uses that `Z` is its own derivative, and leaves the remaining imaginary part to `simp` and `ring`.

In Lean, a first try:

```lean
import Mathlib

open ComplexConjugate Topology MeasureTheory

namespace VortexCurrent

noncomputable section

variable {E : Type*} [NormedAddCommGroup E] [NormedSpace ℝ E]

/-- The component along `u` of the current `Im (conj ψ ∇ψ)` at `x`. -/
def current (ψ : E → ℂ) (x u : E) : ℝ := (conj (ψ x) * fderiv ℝ ψ x u).im

/-- Multiplying a differentiable orbital by a differentiable real amplitude `g` multiplies its
current by `g²`. -/
theorem current_mul_real {ψ : E → ℂ} {g : E → ℝ} {x : E} (hψ : DifferentiableAt ℝ ψ x)
    (hg : DifferentiableAt ℝ g x) (u : E) :
    current (fun y => ψ y * (g y : ℂ)) x u = g x ^ 2 * current ψ x u := by
  have h := hψ.hasFDerivAt.mul (Complex.ofRealCLM.hasFDerivAt.comp x hg.hasFDerivAt)
  have h' : fderiv ℝ (fun y => ψ y * (g y : ℂ)) x u
      = ψ x * (fderiv ℝ g x u : ℝ) + g x * fderiv ℝ ψ x u := by
    have e : fderiv ℝ (fun y => ψ y * (g y : ℂ)) x = _ := h.fderiv
    rw [e]
    simp
  rw [current, h', current]
  simp only [map_mul, Complex.conj_ofReal, Complex.mul_im, Complex.mul_re, Complex.add_im,
    Complex.add_re, Complex.ofReal_re, Complex.ofReal_im, Complex.conj_re, Complex.conj_im]
  ring

/-- The Gaussian envelope `f = exp (-r²)` on the plane. -/
def envelope (p : ℝ × ℝ) : ℝ := Real.exp (-(p.1 ^ 2 + p.2 ^ 2))

/-- The vortex orbital `(x + iy) f`. -/
def vortexOrbital (p : ℝ × ℝ) : ℂ := ((p.1 : ℂ) + p.2 * Complex.I) * envelope p

/-- The vortex orbital carries the azimuthal current `f² (-y, x)`. -/
theorem vortex_current (p u : ℝ × ℝ) :
    current vortexOrbital p u = envelope p ^ 2 * (p.1 * u.2 - p.2 * u.1) := by
  have hf : Differentiable ℝ envelope := by
    unfold envelope
    fun_prop
  let Z : ℝ × ℝ →L[ℝ] ℂ := Complex.ofRealCLM.comp (ContinuousLinearMap.fst ℝ ℝ ℝ)
    + Complex.I • Complex.ofRealCLM.comp (ContinuousLinearMap.snd ℝ ℝ ℝ)
  have hZ : ∀ q : ℝ × ℝ, Z q = (q.1 : ℂ) + q.2 * Complex.I := by
    intro q
    simp [Z, mul_comm]
  have e : vortexOrbital = fun q => Z q * (envelope q : ℂ) := by
    funext q
    rw [hZ, vortexOrbital]
  rw [e, current_mul_real Z.differentiableAt (hf p), current, Z.fderiv, hZ, hZ]
  simp
  ring

end

end VortexCurrent
```

Lean reports:

```
Try this:
  [apply] ring_nf
  
  The `ring` tactic failed to close the goal. Use `ring_nf` to obtain a normal form.
    
  Note that `ring` works primarily in *commutative* rings. If you have a noncommutative ring, abelian group or module, consider using `noncomm_ring`, `abel` or `module` instead.
Main.lean:38:76: error: unsolved goals
p u : ℝ × ℝ
hf : Differentiable ℝ envelope
Z : ℝ × ℝ →L[ℝ] ℂ :=
  Complex.ofRealCLM ∘SL ContinuousLinearMap.fst ℝ ℝ ℝ + Complex.I • Complex.ofRealCLM ∘SL ContinuousLinearMap.snd ℝ ℝ ℝ
hZ : ∀ (q : ℝ × ℝ), Z q = ↑q.1 + ↑q.2 * Complex.I
e : vortexOrbital = fun q => Z q * ↑(envelope q)
⊢ True ∨ envelope p = 0
```

As a diff, the version that Lean accepts:

```diff
@@ -49,5 +49,6 @@
     rw [hZ, vortexOrbital]
   rw [e, current_mul_real Z.differentiableAt (hf p), current, Z.fderiv, hZ, hZ]
-  simp
+  simp only [Complex.mul_im, Complex.mul_re, Complex.conj_re, Complex.conj_im, Complex.add_re,
+    Complex.add_im, Complex.ofReal_re, Complex.ofReal_im, Complex.I_re, Complex.I_im]
   ring
 
```

Cause. The error reports that the goal `True ∨ envelope p = 0` was left unproved, and the "Try this" message says that `ring` failed to close its goal and fell back on `ring_nf`.

After the rewrites, both sides of the goal are `envelope p ^ 2` times something. The full `simp` cancels such a common factor, and since it has no proof that the factor is nonzero, it turns the equation into a disjunction: either the other factors are equal, or `envelope p = 0`. `ring` proves equations, not disjunctions. Its fallback normalised the equation inside to `True`, so the algebra was right, but it did not go on to close the disjunction.

The repair replaces `simp` with a `simp only` that has just the rules for real and imaginary parts. These expand the imaginary part into real coordinates and include no cancellation rule, so the goal remains an equation between real polynomial expressions, with `envelope p ^ 2` on both sides, and `ring` proves it.
